# Uniform motion on a torus closes exactly when its frequency vector is a real multiple of an integer vector

A point on the torus is represented here by a family of angles, each a real number modulo 2π. Whole turns are thereby identified from the start, and returning to a point means plain equality. The frequencies ω_i and the time t remain ordinary real numbers.

Such motion is what an integrable classical system performs in angle variables. Semiclassical periodic-orbit sums for integrable systems use the tori on which it closes; the theorems below treat one torus with given constant frequencies and do not derive these from a Hamiltonian.

In Lean 4 with Mathlib:

```lean
import Mathlib

open Real

namespace InvariantTorusClosedOrbits

noncomputable section

variable {ι : Type*}
```

The type `ι` labels the angles. For n degrees of freedom one takes `Fin n`, whose labels run from 0 to n − 1. Finiteness is required only where a theorem says `[Fintype ι]`.

```lean
/-- Uniform motion on the torus: each angle advances by its frequency times the elapsed time,
modulo `2π`. -/
def torusFlow (ω : ι → ℝ) (t : ℝ) (θ : ι → Real.Angle) : ι → Real.Angle :=
  fun i => θ i + ((ω i * t : ℝ) : Real.Angle)
```

A frequency vector is a function `ω : ι → ℝ`, and a torus point is a function `θ : ι → Real.Angle`. The flow is

θ_i ↦ θ_i + ω_i t (mod 2π).

The annotation `: Real.Angle` turns the real number ω_i t into its class modulo 2π.

```lean
/-- The motion with frequencies `ω` started at `θ` is back at `θ` at some strictly positive
time. -/
def Returns (ω : ι → ℝ) (θ : ι → Real.Angle) : Prop :=
  ∃ T : ℝ, 0 < T ∧ torusFlow ω T θ = θ
```

`Returns ω θ` is a proposition: there is a time T > 0 at which all angles are back together. Without T > 0 it would hold trivially at T = 0.

```lean
/-- Moving for a time `t` and then for a time `s` is the same as moving for the time `s + t`. -/
theorem torusFlow_add (ω : ι → ℝ) (s t : ℝ) (θ : ι → Real.Angle) :
    torusFlow ω (s + t) θ = torusFlow ω s (torusFlow ω t θ) := by
  funext i
  simp only [torusFlow, mul_add, Real.Angle.coe_add]
  abel
```

This is the group law of the flow. For each angle, ω_i(s + t) = ω_i s + ω_i t; `funext i` reduces the claim to one angle, and `abel` reorders the sum.

```lean
/-- The motion is back at its starting point at time `T` exactly when every angle has advanced
by a whole number of turns. -/
theorem torusFlow_eq_self_iff (ω : ι → ℝ) (T : ℝ) (θ : ι → Real.Angle) :
    torusFlow ω T θ = θ ↔ ∃ k : ι → ℤ, ∀ i, ω i * T = 2 * π * (k i : ℝ) := by
  have key : ∀ i, torusFlow ω T θ i = θ i ↔ ∃ m : ℤ, ω i * T = 2 * π * (m : ℝ) := by
    intro i
    show θ i + ((ω i * T : ℝ) : Real.Angle) = θ i ↔ _
    rw [add_eq_left, ← Real.Angle.coe_zero, Real.Angle.angle_eq_iff_two_pi_dvd_sub]
    simp only [sub_zero]
  exact (funext_iff.trans (forall_congr' key)).trans Classical.skolem
```

Return at time T means θ_i + ω_i T = θ_i modulo 2π. Cancelling θ_i leaves

ω_i T = 2π k_i, with k_i an integer for every i.

The step `key` proves this for a single angle. `Classical.skolem` then collects the separate integers into one vector k of winding numbers.

```lean
/-- The torus motion returns to its starting point at some positive time if and only if the
frequency vector is a real multiple of an integer vector. -/
theorem returns_iff_real_multiple_of_integer (ω : ι → ℝ) (θ : ι → Real.Angle) :
    Returns ω θ ↔ ∃ (c : ℝ) (k : ι → ℤ), ∀ i, ω i = c * (k i : ℝ) := by
  constructor
  · rintro ⟨T, hT, h⟩
    obtain ⟨k, hk⟩ := (torusFlow_eq_self_iff ω T θ).1 h
    -- the common factor is `2π / T`, where `T` is the given return time
    refine ⟨2 * π / T, k, fun i => ?_⟩
    rw [div_mul_eq_mul_div, eq_div_iff hT.ne']
    exact hk i
  · rintro ⟨c, k, hk⟩
    -- one return time is `2π / |c|`; when `c = 0` any positive time serves
    rcases lt_trichotomy c 0 with hc | hc | hc
    · have hc' : c ≠ 0 := hc.ne
      refine ⟨2 * π / (-c), div_pos Real.two_pi_pos (neg_pos.2 hc), ?_⟩
      refine (torusFlow_eq_self_iff _ _ _).2 ⟨fun i => -k i, fun i => ?_⟩
      rw [hk i, div_neg]
      push_cast
      field_simp
    · refine ⟨1, one_pos, ?_⟩
      refine (torusFlow_eq_self_iff _ _ _).2 ⟨fun _ => 0, fun i => ?_⟩
      rw [hk i, hc]
      simp
    · have hc' : c ≠ 0 := hc.ne'
      refine ⟨2 * π / c, div_pos Real.two_pi_pos hc, ?_⟩
      refine (torusFlow_eq_self_iff _ _ _).2 ⟨k, fun i => ?_⟩
      rw [hk i]
      field_simp
```

This is the main theorem, for any starting point θ. If the motion returns at T > 0, dividing the previous equation by T gives

ω_i = (2π/T) k_i,

so c = 2π/T. Conversely, let ω_i = c k_i. There are three cases, split by `lt_trichotomy`:

- If c < 0, take T = 2π/(−c). Then ω_i T = 2π(−k_i).
- If c = 0, nothing moves, and T = 1 serves with zero winding numbers.
- If c > 0, take T = 2π/c. Then ω_i T = 2π k_i.

The tactic `field_simp` clears the denominators. No assumption ω ≠ 0 is needed, since both sides of the equivalence hold at ω = 0.

```lean
/-- For frequencies `c k` with `c ≠ 0` and integers `k i` of which some integer combination
equals one, the return times are exactly the integer multiples of `2π / c`. -/
theorem return_times [Fintype ι] {c : ℝ} (hc : c ≠ 0) {k : ι → ℤ}
    (hk : ∃ m : ι → ℤ, ∑ i, m i * k i = 1) (T : ℝ) (θ : ι → Real.Angle) :
    torusFlow (fun i => c * (k i : ℝ)) T θ = θ ↔ ∃ N : ℤ, T = (N : ℝ) * (2 * π / c) := by
  rw [torusFlow_eq_self_iff]
  constructor
  · rintro ⟨q, hq⟩
    obtain ⟨m, hm⟩ := hk
    have hm' : ∑ i, (m i : ℝ) * (k i : ℝ) = 1 := by exact_mod_cast hm
    -- combine the winding numbers with the coefficients that produce one
    have key : c * T = 2 * π * ∑ i, (m i : ℝ) * (q i : ℝ) := by
      calc c * T = c * T * ∑ i, (m i : ℝ) * (k i : ℝ) := by rw [hm', mul_one]
        _ = 2 * π * ∑ i, (m i : ℝ) * (q i : ℝ) := by
          rw [Finset.mul_sum, Finset.mul_sum]
          refine Finset.sum_congr rfl fun i _ => ?_
          have h : c * (k i : ℝ) * T = 2 * π * (q i : ℝ) := hq i
          linear_combination (m i : ℝ) * h
    refine ⟨∑ i, m i * q i, ?_⟩
    push_cast
    rw [mul_div_assoc', eq_div_iff hc]
    linear_combination key
  · rintro ⟨N, rfl⟩
    refine ⟨fun i => N * k i, fun i => ?_⟩
    push_cast
    field_simp
```

The hypothesis `hk` supplies integers m_i with Σ m_i k_i = 1, which says that the k_i have no common factor. Suppose the motion returns at T, with winding numbers q_i:

c k_i T = 2π q_i.

Multiplying by m_i and summing over i gives

cT = 2π Σ m_i q_i,

so T = N · 2π/c with the integer N = Σ m_i q_i. Conversely, for such a T,

c k_i T = 2π N k_i,

and every angle has made a whole number of turns. Here T may be zero or negative. The `calc` block carries out the summation, and `linear_combination` checks the algebra.

```lean
/-- For frequencies `c k` with `c > 0` and integers `k i` of which some integer combination
equals one, the shortest positive return time is `2π / c`. -/
theorem least_period [Fintype ι] {c : ℝ} (hc : 0 < c) {k : ι → ℤ}
    (hk : ∃ m : ι → ℤ, ∑ i, m i * k i = 1) (θ : ι → Real.Angle) :
    IsLeast {T : ℝ | 0 < T ∧ torusFlow (fun i => c * (k i : ℝ)) T θ = θ} (2 * π / c) := by
  have hp : 0 < 2 * π / c := div_pos Real.two_pi_pos hc
  constructor
  · exact ⟨hp, (return_times hc.ne' hk _ θ).2 ⟨1, by simp⟩⟩
  · rintro T ⟨hT, h⟩
    obtain ⟨N, rfl⟩ := (return_times hc.ne' hk _ θ).1 h
    -- a positive integer multiple is at least one full period
    have h0 : (0 : ℝ) < (N : ℝ) := (mul_pos_iff_of_pos_right hp).1 hT
    have h1 : 0 < N := by exact_mod_cast h0
    have h2 : 1 ≤ N := by omega
    have h3 : (1 : ℝ) ≤ (N : ℝ) := by exact_mod_cast h2
    exact le_mul_of_one_le_left hp.le h3
```

`IsLeast` says that 2π/c belongs to the set of positive return times and that no member is smaller. It belongs by the case N = 1. Any other member is T = N · 2π/c; since T and 2π/c are positive, N is a positive integer, so N ≥ 1 and T ≥ 2π/c.

```lean
/-- If the frequency `ω j` is non-zero, the motion returns to its starting point exactly when
every frequency is a rational multiple of `ω j`. -/
theorem returns_iff_rational_ratios [Fintype ι] (ω : ι → ℝ) (θ : ι → Real.Angle) (j : ι)
    (hj : ω j ≠ 0) : Returns ω θ ↔ ∀ i, ∃ q : ℚ, ω i = (q : ℝ) * ω j := by
  rw [returns_iff_real_multiple_of_integer]
  constructor
  · rintro ⟨c, k, hk⟩ i
    have hkj : (k j : ℝ) ≠ 0 := by
      intro h
      apply hj
      rw [hk j, h, mul_zero]
    refine ⟨(k i : ℚ) / (k j : ℚ), ?_⟩
    rw [hk i, hk j]
    push_cast
    field_simp
  · intro h
    choose q hq using h
    -- a common denominator of all frequency ratios
    obtain ⟨D, hD0, hD⟩ : ∃ D : ℕ, D ≠ 0 ∧ ∀ i, (q i).den ∣ D :=
      ⟨∏ l, (q l).den, Finset.prod_ne_zero_iff.2 fun i _ => (q i).den_nz,
        fun i => Finset.dvd_prod_of_mem (fun l => (q l).den) (Finset.mem_univ i)⟩
    choose e he using hD
    have hD' : (D : ℝ) ≠ 0 := by exact_mod_cast hD0
    refine ⟨ω j / (D : ℝ), fun i => (q i).num * (e i : ℤ), fun i => ?_⟩
    have h1 : (D : ℝ) = ((q i).den : ℝ) * (e i : ℝ) := by exact_mod_cast he i
    have h2 : (q i : ℝ) * ((q i).den : ℝ) = ((q i).num : ℝ) := by
      exact_mod_cast Rat.mul_den_eq_num (q i)
    rw [hq i, div_mul_eq_mul_div, eq_div_iff hD']
    push_cast
    linear_combination ((q i : ℝ) * ω j) * h1 + (ω j * (e i : ℝ)) * h2
```

Let ω_j ≠ 0. If ω_i = c k_i, then k_j ≠ 0 and

ω_i = (k_i/k_j) ω_j,

a rational multiple. Conversely, let ω_i = q_i ω_j with q_i = a_i/d_i in lowest terms. Take the common denominator D = Π d_l, and write D = d_i e_i. Then

ω_i = (ω_j/D) a_i e_i,

which is a real number times an integer, and the main theorem applies. In the code, `choose` names the q_i and e_i, while `num` and `den` are a_i and d_i. The finite index set makes the product D available.

```lean
/-- On the two-dimensional torus, the motion with frequencies `1` and `√2` never returns to its
starting point. -/
theorem not_returns_one_sqrt_two (θ : Fin 2 → Real.Angle) :
    ¬ Returns ![1, Real.sqrt 2] θ := by
  rw [returns_iff_rational_ratios _ θ 0 (by simp)]
  intro h
  obtain ⟨q, hq⟩ := h 1
  exact irrational_sqrt_two ⟨q, by simpa using hq.symm⟩

end

end InvariantTorusClosedOrbits
```

Here ω_0 = 1 and ω_1 = √2. A return would give √2 = q · 1 with q rational, contradicting `irrational_sqrt_two`. The theorem excludes an exact return at any positive time; how closely the motion approaches its starting point is a separate question.

```lean
#print axioms InvariantTorusClosedOrbits.torusFlow_add
#print axioms InvariantTorusClosedOrbits.returns_iff_real_multiple_of_integer
#print axioms InvariantTorusClosedOrbits.least_period
#print axioms InvariantTorusClosedOrbits.not_returns_one_sqrt_two
```

```
'InvariantTorusClosedOrbits.torusFlow_add' depends on axioms: [propext, Classical.choice, Quot.sound]
'InvariantTorusClosedOrbits.returns_iff_real_multiple_of_integer' depends on axioms: [propext, Classical.choice, Quot.sound]
'InvariantTorusClosedOrbits.least_period' depends on axioms: [propext, Classical.choice, Quot.sound]
'InvariantTorusClosedOrbits.not_returns_one_sqrt_two' depends on axioms: [propext, Classical.choice, Quot.sound]
```
